# A growing penalty removes a fitting function without a jump in the minimum fitting energy

**Q.** In local density fitting, a function is deleted from the fit when its atom leaves the domain. If its coefficient was nonzero, the minimum fitting energy jumps there, and no force is defined. You propose a penalty instead. Why should its end point match the deletion?

**A.** Let \(J\) be the real positive definite Coulomb matrix of the fitting functions and \(b\) their interaction with the density. The fitting energy is \(E(c)=c^TJc-2b\cdot c\), minimized by \(c_0=J^{-1}b\). Write \(g=(J^{-1})_{nn}>0\), let \(e_n\) be the \(n\)-th unit vector, and lower \(b_n\) by a number \(\mu\):
\[x=J^{-1}(b-\mu e_n),\qquad x_n=(c_0)_n-\mu g.\]
With \(d=c-x\) and \(b=Jx+\mu e_n\),
\[E(c)=E(x)+2d^TJx+d^TJd-2b\cdot d=E(x)+d^TJd-2\mu d_n.\]
For \(c=c_0\) we have \(d=\mu J^{-1}e_n\), so \(d^TJd=\mu^2g\) and \(d_n=\mu g\). Hence \(E(x)=E(c_0)+\mu^2g\).

Now add \(s\,c_n^2\) with \(s\ge0\), and choose \(\mu=s(c_0)_n/(1+sg)\), which makes \(\mu=s\,x_n\). Since \(s\,c_n^2=s\,x_n^2+2\mu d_n+s\,d_n^2\), the linear terms cancel:
\[E(c)+s\,c_n^2=E(x)+\mu x_n+d^TJd+s\,d_n^2.\]
The constant is \(E(c_0)+\mu(\mu g+x_n)=E(c_0)+\mu(c_0)_n\), so the minimum is
\[E(c_0)+\frac{s\,(c_0)_n^2}{1+sg}.\]

For deletion, choose \(\mu=(c_0)_n/g\), so \(x_n=0\). Every \(c\) with \(c_n=0\) then has \(d_n=0\) and \(E(c)=E(x)+d^TJd\), so the minimum is \(E(c_0)+(c_0)_n^2/g\). This is the limit of the penalized minimum as \(s\to\infty\).

**Q.** Which objects in the Lean file stand for these?

**A.** The finite type `ι` labels the fitting functions, and `fitEnergy` is \(E\).

```lean
import Mathlib

open Matrix Filter Topology

namespace SmoothFittingDomain

noncomputable section

variable {ι : Type*} [Fintype ι] [DecidableEq ι]

/-- The density-fitting functional `cᵀ J c - 2 b·c` of the fitting coefficients `c`. -/
def fitEnergy (J : Matrix ι ι ℝ) (b c : ι → ℝ) : ℝ :=
  c ⬝ᵥ J *ᵥ c - 2 * (b ⬝ᵥ c)

/-- The fitting functional with a penalty `s cₙ²` on the fitting function `n`. -/
def penalizedEnergy (J : Matrix ι ι ℝ) (b : ι → ℝ) (n : ι) (s : ℝ) (c : ι → ℝ) : ℝ :=
  fitEnergy J b c + s * c n ^ 2
```

The vectors \(c_0\), \(x\) and the penalized minimizer are `freeFit`, `forcedFit` and `penalizedFit`.

```lean
/-- The unpenalized fit `J⁻¹ b`, for invertible `J`. -/
def freeFit (J : Matrix ι ι ℝ) (b : ι → ℝ) : ι → ℝ := J⁻¹ *ᵥ b

/-- The fit obtained, for invertible `J`, when the `n`-th component of `b` is lowered by `μ`. -/
def forcedFit (J : Matrix ι ι ℝ) (b : ι → ℝ) (n : ι) (μ : ℝ) : ι → ℝ :=
  J⁻¹ *ᵥ (b - μ • Pi.single n 1)

/-- The fit under the penalty `s`, for invertible `J` and `1 + s (J⁻¹)ₙₙ ≠ 0`. -/
def penalizedFit (J : Matrix ι ι ℝ) (b : ι → ℝ) (n : ι) (s : ℝ) : ι → ℝ :=
  forcedFit J b n (s * freeFit J b n / (1 + s * J⁻¹ n n))
```

**Q.** And the switching? You could have defined the end point to be the limit, which would make continuity empty.

**A.** The weight \(w\) gives the penalty \(s=(1-w)/w\), but at \(w=0\) the value is the infimum over vectors with \(c_n=0\), with no reference to a penalty. The separate branch matters, because Lean sets \(1/0=0\) and the penalty formula would return the free fit.

```lean
/-- For positive definite `J`, the minimum fitting energy, including any penalty, when function `n`
carries the switching weight `w` in `[0, 1]`: the penalty is `(1 - w) / w` for `w ≠ 0`, and the
function is removed at `w = 0`. -/
def switchedEnergy (J : Matrix ι ι ℝ) (b : ι → ℝ) (n : ι) (w : ℝ) : ℝ :=
  if w = 0 then sInf (fitEnergy J b '' {c | c n = 0})
  else ⨅ c, penalizedEnergy J b n ((1 - w) / w) c
```

**Q.** Where does positive definiteness enter?

**A.** It says that every combination of fitting functions whose coefficients are not all zero has positive Coulomb self-repulsion, which excludes linear dependence. In the proof it first makes \(J\) invertible, so that \(x\) solves its linear equations. The next lemma reads off \(x_n\).

```lean
variable {J : Matrix ι ι ℝ}

/-- For positive definite `J`, the forced fit solves the linear fitting equations with the
`n`-th component of `b` lowered by `μ`. -/
theorem mulVec_forcedFit (hJ : J.PosDef) (b : ι → ℝ) (n : ι) (μ : ℝ) :
    J *ᵥ forcedFit J b n μ = b - μ • Pi.single n 1 := by
  rw [forcedFit, Matrix.mulVec_mulVec, Matrix.mul_nonsing_inv J hJ.det_pos.ne'.isUnit,
    Matrix.one_mulVec]

/-- Lowering the `n`-th component of `b` by `μ` lowers the coefficient of function `n` by
`μ (J⁻¹)ₙₙ`. -/
theorem forcedFit_apply (J : Matrix ι ι ℝ) (b : ι → ℝ) (n : ι) (μ : ℝ) :
    forcedFit J b n μ n = freeFit J b n - μ * J⁻¹ n n := by
  simp [forcedFit, freeFit, Matrix.mulVec_sub, Matrix.mulVec_smul]
```

The expansion about \(x\) uses the symmetry of \(J\) and replaces \(b\) by \(Jx+\mu e_n\), as above. Setting \(c=c_0\) in it gives \(E(x)\).

```lean
/-- Exact expansion of the fitting energy, for positive definite `J`, about a vector `x` that
solves the fitting equations with the `n`-th component of `b` lowered by `μ`. -/
theorem fitEnergy_expand (hJ : J.PosDef) {b x : ι → ℝ} {n : ι} {μ : ℝ}
    (hx : J *ᵥ x = b - μ • Pi.single n 1) (c : ι → ℝ) :
    fitEnergy J b c =
      fitEnergy J b x + (c - x) ⬝ᵥ J *ᵥ (c - x) - 2 * μ * (c n - x n) := by
  have hT : Jᵀ = J := by simpa using hJ.isHermitian.eq
  have hsymm : x ⬝ᵥ J *ᵥ c = c ⬝ᵥ J *ᵥ x := by
    rw [Matrix.dotProduct_mulVec, ← Matrix.mulVec_transpose, hT, dotProduct_comm]
  -- eliminate `b` in favour of `J x`
  have hb : ∀ y : ι → ℝ, b ⬝ᵥ y = y ⬝ᵥ J *ᵥ x + μ * y n := by
    intro y
    rw [hx, dotProduct_comm b y]
    simp [dotProduct_sub, dotProduct_smul]
  simp only [fitEnergy, hb, Matrix.mulVec_sub, dotProduct_sub, sub_dotProduct]
  linear_combination hsymm

/-- For positive definite `J`, the forced fit lies above the free fit in energy by
`μ² (J⁻¹)ₙₙ`. -/
theorem fitEnergy_forcedFit (hJ : J.PosDef) (b : ι → ℝ) (n : ι) (μ : ℝ) :
    fitEnergy J b (forcedFit J b n μ) =
      fitEnergy J b (freeFit J b) + μ ^ 2 * J⁻¹ n n := by
  have hfree : J *ᵥ freeFit J b = b := by
    rw [freeFit, Matrix.mulVec_mulVec, Matrix.mul_nonsing_inv J hJ.det_pos.ne'.isUnit,
      Matrix.one_mulVec]
  have hq : (freeFit J b - forcedFit J b n μ) ⬝ᵥ J *ᵥ (freeFit J b - forcedFit J b n μ)
      = μ * (freeFit J b n - forcedFit J b n μ n) := by
    rw [Matrix.mulVec_sub, hfree, mulVec_forcedFit hJ, sub_sub_cancel, dotProduct_smul]
    simp
  have h := fitEnergy_expand hJ (mulVec_forcedFit hJ b n μ) (freeFit J b)
  rw [hq, forcedFit_apply] at h
  linear_combination -h
```

The completed square follows; `hsx` is the balance \(s\,x_n=\mu\) that cancels the linear terms.

```lean
/-- Completed square: for positive definite `J` and `s ≥ 0`, the penalized energy is a constant
plus a quadratic form in the deviation from the penalized fit. -/
theorem penalizedEnergy_eq (hJ : J.PosDef) (b : ι → ℝ) (n : ι) {s : ℝ} (hs : 0 ≤ s)
    (c : ι → ℝ) :
    penalizedEnergy J b n s c =
      fitEnergy J b (freeFit J b) + s * freeFit J b n ^ 2 / (1 + s * J⁻¹ n n)
        + (c - penalizedFit J b n s) ⬝ᵥ J *ᵥ (c - penalizedFit J b n s)
        + s * (c n - penalizedFit J b n s n) ^ 2 := by
  have hg : 0 < J⁻¹ n n := hJ.inv.diag_pos
  have hD : 1 + s * J⁻¹ n n ≠ 0 := by
    have := mul_nonneg hs hg.le
    linarith
  unfold penalizedEnergy penalizedFit
  obtain ⟨μ, hμ⟩ : ∃ μ, μ = s * freeFit J b n / (1 + s * J⁻¹ n n) := ⟨_, rfl⟩
  rw [← hμ]
  have hμ' : μ * (1 + s * J⁻¹ n n) = s * freeFit J b n := by
    rw [hμ, div_mul_cancel₀ _ hD]
  have hK : s * freeFit J b n ^ 2 / (1 + s * J⁻¹ n n) = μ * freeFit J b n := by
    rw [hμ]; ring
  have hn := forcedFit_apply J b n μ
  -- the penalty force `s xₙ` balances `μ`
  have hsx : s * forcedFit J b n μ n = μ := by
    rw [hn]; linear_combination -hμ'
  linear_combination fitEnergy_expand hJ (mulVec_forcedFit hJ b n μ) c
    + fitEnergy_forcedFit hJ b n μ + (2 * c n - forcedFit J b n μ n) * hsx + μ * hn - hK
```

**Q.** Is the minimum attained, or only approached?

**A.** Attained: `IsLeast` says that the value belongs to the set of energies and bounds it from below. Both squared terms are nonnegative and vanish at `penalizedFit`. Strict positivity of \(d^TJd\) for \(d\ne0\) makes the minimizer unique.

```lean
/-- For positive definite `J` and `s ≥ 0`, the minimum of the penalized energy exceeds the energy
of the free fit `c0` by `s (c0ₙ)² / (1 + s (J⁻¹)ₙₙ)`. -/
theorem penalized_minimum (hJ : J.PosDef) (b : ι → ℝ) (n : ι) {s : ℝ} (hs : 0 ≤ s) :
    IsLeast (Set.range (penalizedEnergy J b n s))
      (fitEnergy J b (freeFit J b) + s * freeFit J b n ^ 2 / (1 + s * J⁻¹ n n)) := by
  refine ⟨⟨penalizedFit J b n s, ?_⟩, ?_⟩
  · rw [penalizedEnergy_eq hJ b n hs]
    simp
  · rintro _ ⟨c, rfl⟩
    rw [penalizedEnergy_eq hJ b n hs]
    have hq := hJ.posSemidef.dotProduct_mulVec_nonneg (c - penalizedFit J b n s)
    rw [star_trivial] at hq
    have hp := mul_nonneg hs (sq_nonneg (c n - penalizedFit J b n s n))
    linarith

/-- For positive definite `J` and `s ≥ 0`, every other coefficient vector has a strictly higher
penalized energy than the penalized fit. -/
theorem penalizedFit_unique (hJ : J.PosDef) (b : ι → ℝ) (n : ι) {s : ℝ} (hs : 0 ≤ s)
    {c : ι → ℝ} (hc : c ≠ penalizedFit J b n s) :
    penalizedEnergy J b n s (penalizedFit J b n s) < penalizedEnergy J b n s c := by
  have h1 := penalizedEnergy_eq hJ b n hs c
  have h2 := penalizedEnergy_eq hJ b n hs (penalizedFit J b n s)
  simp only [sub_self, Matrix.mulVec_zero, dotProduct_zero] at h2
  have hq := hJ.dotProduct_mulVec_pos (sub_ne_zero.mpr hc)
  rw [star_trivial] at hq
  have hp := mul_nonneg hs (sq_nonneg (c n - penalizedFit J b n s n))
  linarith
```

Deletion is treated the same way, with the second choice of \(\mu\).

```lean
/-- For positive definite `J`, removing function `n` from the fit raises the minimum energy by
`(c0ₙ)² / (J⁻¹)ₙₙ`, where `c0` is the free fit. -/
theorem removed_minimum (hJ : J.PosDef) (b : ι → ℝ) (n : ι) :
    IsLeast (fitEnergy J b '' {c | c n = 0})
      (fitEnergy J b (freeFit J b) + freeFit J b n ^ 2 / J⁻¹ n n) := by
  have hg : J⁻¹ n n ≠ 0 := (hJ.inv.diag_pos).ne'
  have hn : forcedFit J b n (freeFit J b n / J⁻¹ n n) n = 0 := by
    rw [forcedFit_apply, div_mul_cancel₀ _ hg, sub_self]
  have hE : fitEnergy J b (forcedFit J b n (freeFit J b n / J⁻¹ n n)) =
      fitEnergy J b (freeFit J b) + freeFit J b n ^ 2 / J⁻¹ n n := by
    rw [fitEnergy_forcedFit hJ]
    congr 1
    field_simp
  refine ⟨⟨_, hn, hE⟩, ?_⟩
  rintro _ ⟨c, hc, rfl⟩
  have hc' : c n = 0 := hc
  have h := fitEnergy_expand hJ (mulVec_forcedFit hJ b n (freeFit J b n / J⁻¹ n n)) c
  rw [hn, hc', hE] at h
  have hq := hJ.posSemidef.dotProduct_mulVec_nonneg
    (c - forcedFit J b n (freeFit J b n / J⁻¹ n n))
  rw [star_trivial] at hq
  linarith
```

For the limit, the proof rewrites the increase for \(s>0\) as \((c_0)_n^2/(s^{-1}+g)\) and lets \(s^{-1}\to0\).

```lean
/-- For positive definite `J`, the minimum penalized energy tends, as the penalty grows without
bound, to the minimum energy with function `n` removed. -/
theorem penalty_limit (hJ : J.PosDef) (b : ι → ℝ) (n : ι) :
    Tendsto (fun s : ℝ => ⨅ c, penalizedEnergy J b n s c) atTop
      (𝓝 (sInf (fitEnergy J b '' {c | c n = 0}))) := by
  have hg : 0 < J⁻¹ n n := hJ.inv.diag_pos
  rw [(removed_minimum hJ b n).csInf_eq]
  have hden : Tendsto (fun s : ℝ => s⁻¹ + J⁻¹ n n) atTop (𝓝 (J⁻¹ n n)) := by
    simpa using (tendsto_inv_atTop_zero (𝕜 := ℝ)).add_const (J⁻¹ n n)
  have hlim : Tendsto (fun s : ℝ => fitEnergy J b (freeFit J b)
      + freeFit J b n ^ 2 / (s⁻¹ + J⁻¹ n n)) atTop
      (𝓝 (fitEnergy J b (freeFit J b) + freeFit J b n ^ 2 / J⁻¹ n n)) :=
    tendsto_const_nhds.add (tendsto_const_nhds.div hden hg.ne')
  refine hlim.congr' ?_
  filter_upwards [eventually_gt_atTop (0 : ℝ)] with s hs
  have hmin : (⨅ c, penalizedEnergy J b n s c) = _ :=
    (penalized_minimum hJ b n hs.le).csInf_eq
  rw [hmin]
  have hD : s⁻¹ + J⁻¹ n n = (1 + s * J⁻¹ n n) / s := by
    field_simp
  rw [hD, div_div_eq_mul_div, mul_comm s (freeFit J b n ^ 2)]
```

**Q.** No jump still allows a kink.

**A.** Inserting \(s=(1-w)/w\) turns the increase into
\[\frac{(1-w)\,(c_0)_n^2}{w+(1-w)g}.\]
The denominator is positive on \([0,1]\), and at \(w=0\) the expression equals the deletion value. The proof checks that both branches of `switchedEnergy` agree with this function. `ContDiffOn` on `Set.Icc 0 1` then gives continuous derivatives of every finite order, one-sided at the ends.

```lean
/-- For positive definite `J`, the minimum energy is `k` times continuously differentiable in the
switching weight on all of `[0, 1]`, for every `k`. -/
theorem switchedEnergy_smooth (hJ : J.PosDef) (b : ι → ℝ) (n : ι) (k : ℕ) :
    ContDiffOn ℝ k (switchedEnergy J b n) (Set.Icc 0 1) := by
  have hg : 0 < J⁻¹ n n := hJ.inv.diag_pos
  have hD : ∀ w ∈ Set.Icc (0 : ℝ) 1, w + (1 - w) * J⁻¹ n n ≠ 0 := by
    rintro w ⟨h0, h1⟩
    rcases eq_or_lt_of_le h0 with h | h
    · rw [← h]; linarith
    · have := mul_nonneg (sub_nonneg.mpr h1) hg.le
      linarith
  -- a rational function of `w` without poles on the interval
  have hsmooth : ContDiffOn ℝ k (fun w : ℝ => fitEnergy J b (freeFit J b)
      + (1 - w) * freeFit J b n ^ 2 / (w + (1 - w) * J⁻¹ n n)) (Set.Icc 0 1) := by
    refine contDiffOn_const.add (ContDiffOn.div ?_ ?_ hD)
    · exact (contDiffOn_const.sub contDiffOn_id).mul contDiffOn_const
    · exact contDiffOn_id.add ((contDiffOn_const.sub contDiffOn_id).mul contDiffOn_const)
  refine hsmooth.congr ?_
  intro w hw
  by_cases h : w = 0
  · rw [switchedEnergy, if_pos h, (removed_minimum hJ b n).csInf_eq, h]
    simp
  · have hs : 0 ≤ (1 - w) / w := div_nonneg (sub_nonneg.mpr hw.2) hw.1
    have hmin : (⨅ c, penalizedEnergy J b n ((1 - w) / w) c) = _ :=
      (penalized_minimum hJ b n hs).csInf_eq
    rw [switchedEnergy, if_neg h, hmin]
    have hden : 1 + (1 - w) / w * J⁻¹ n n = (w + (1 - w) * J⁻¹ n n) / w := by
      field_simp
    have hw' := hD w hw
    rw [hden, div_div_eq_mul_div]
    congr 2
    field_simp

end

end SmoothFittingDomain
```

```lean
#print axioms SmoothFittingDomain.penalizedFit_unique
#print axioms SmoothFittingDomain.penalty_limit
#print axioms SmoothFittingDomain.switchedEnergy_smooth
```

```
'SmoothFittingDomain.penalizedFit_unique' depends on axioms: [propext, Classical.choice, Quot.sound]
'SmoothFittingDomain.penalty_limit' depends on axioms: [propext, Classical.choice, Quot.sound]
'SmoothFittingDomain.switchedEnergy_smooth' depends on axioms: [propext, Classical.choice, Quot.sound]
```

**Q.** So my forces are smooth?

**A.** That needs more. The theorem varies \(w\) alone, with \(J\) and \(b\) fixed and one function switched; along a trajectory all three depend on the nuclear positions, and the density responds too. The energy here is also the fitting functional including its penalty, not the total electronic energy. The weight must also level off smoothly where it reaches 0 or 1. If \((c_0)_n\ne0\), the slope of the minimum in \(w\) is \(-(c_0)_n^2/g^2\) at \(w=0\) and \(-(c_0)_n^2\) at \(w=1\), so a weight that falls linearly with distance and is constant outside that range leaves a kink at both ends. What the result settles is the dependence on \(w\), for one function at a fixed density and geometry.
